# A product of Pauli Z operators over a finite set of vertices squares to the identity

Each vertex carries Pauli operators X and Z, modelled as elements of a ring that square to one, anticommute on the same vertex and otherwise commute. The lemma says that the product of the Z operators over any finite set of vertices squares to one. The vertex type itself need not be finite, and no graph or state vector enters the statement. The proof is by induction on the set: the empty product is left to `simp`, and for a new vertex the commuting Z factors are rearranged so that each square can be replaced by one.

An attempt in Lean 4 with a fault in it:

```lean
import Mathlib

namespace GraphState

/-- Pauli operators `X v`, `Z v` on the vertices: involutions that anticommute on the same
vertex and commute otherwise. -/
structure PauliFamily (V R : Type*) [Ring R] where
  X : V → R
  Z : V → R
  X_sq : ∀ v, X v * X v = 1
  Z_sq : ∀ v, Z v * Z v = 1
  X_comm : ∀ u v, X u * X v = X v * X u
  Z_comm : ∀ u v, Z u * Z v = Z v * Z u
  XZ_comm : ∀ u v, u ≠ v → X u * Z v = Z v * X u
  XZ_anti : ∀ v, X v * Z v = -(Z v * X v)

variable {V R : Type*} [DecidableEq V] [Ring R]

/-- The product of the operators `Z u` over a finite set of vertices. -/
def PauliFamily.zProd (P : PauliFamily V R) (s : Finset V) : R :=
  s.noncommProd P.Z (fun u _ v _ _ => P.Z_comm u v)

/-- Adding a new vertex to the set multiplies the product of `Z` operators by `Z v`. -/
theorem zProd_insert (P : PauliFamily V R) {s : Finset V} {v : V} (h : v ∉ s) :
    P.zProd (insert v s) = P.Z v * P.zProd s :=
  Finset.noncommProd_insert_of_notMem _ _ _ _ h

/-- A product of `Z` operators over a finite set of vertices squares to one. -/
theorem zProd_sq (P : PauliFamily V R) (s : Finset V) : P.zProd s * P.zProd s = 1 := by
  induction s using Finset.induction_on with
  | empty => simp [PauliFamily.zProd]
  | insert a s ha ih =>
    have hc : P.Z a * P.zProd s = P.zProd s * P.Z a :=
      (Finset.noncommProd_commute s P.Z _ (P.Z a) (fun v _ => P.Z_comm a v)).eq
    rw [zProd_insert P ha]
    calc P.Z a * P.zProd s * (P.Z a * P.zProd s)
        = P.Z a * (P.zProd s * P.Z a) * P.zProd s := by simp only [mul_assoc]
      _ = (P.Z a * P.Z a) * (P.zProd s * P.zProd s) := by rw [← hc]; simp only [mul_assoc]
      _ = 1 := by rw [P.Z_sq, ih, one_mul]

end GraphState
```

Lean reports:

```
Main.lean:31:10: error: unsolved goals
case empty
V : Type u_1
R : Type u_2
inst✝¹ : DecidableEq V
inst✝ : Ring R
P : PauliFamily V R
⊢ ∅.noncommProd P.Z ⋯ * ∅.noncommProd P.Z ⋯ = 1
```

After these edits no error is left:

```diff
@@ -29,5 +29,7 @@
 theorem zProd_sq (P : PauliFamily V R) (s : Finset V) : P.zProd s * P.zProd s = 1 := by
   induction s using Finset.induction_on with
-  | empty => simp [PauliFamily.zProd]
+  | empty =>
+    have h : P.zProd (∅ : Finset V) = 1 := Finset.noncommProd_empty _ _
+    rw [h, one_mul]
   | insert a s ha ih =>
     have hc : P.Z a * P.zProd s = P.zProd s * P.Z a :=
```

The error lies in the empty case only. `simp [PauliFamily.zProd]` unfolded the definition but did not replace `∅.noncommProd P.Z ⋯` by `1`, although the lemma that does this, `Finset.noncommProd_empty`, is a `simp` lemma. The obstacle is the argument printed as `⋯`, the proof that the factors commute. `zProd` gives it as a function built from `P.Z_comm`, so its type is a plain "for all" statement about equations between products. The lemma expects a proof of a statement written with `Set.Pairwise` and `Commute`. The two types agree only once these definitions are unfolded, and `simp` does not unfold them when it matches a lemma against the goal.

The repair states `P.zProd ∅ = 1` and gives `Finset.noncommProd_empty _ _` as its proof. When Lean checks a term against a stated type it may unfold ordinary definitions, so it sees through `zProd` and accepts the commutation proof. Rewriting with `h` then turns the goal into `1 * 1 = 1`, and `one_mul` reduces this to `1 = 1`, which `rw` closes by reflexivity. The induction step is unchanged.
